# For a real matrix H, exp(−tH) has no negative entries at any t ≥ 0 exactly when H has no positive off-diagonal entries

Take two configurations coupled by a real matrix element $h$:

$$
H=\begin{pmatrix}0&h\\h&0\end{pmatrix},\qquad
e^{-tH}=\begin{pmatrix}\cosh th&-\sinh th\\-\sinh th&\cosh th\end{pmatrix}.
$$

The second formula follows from $H^2=h^2\mathbb 1$. The off-diagonal entry $-\sinh th$ is nonnegative for all $t\ge 0$ exactly when $h\le 0$. I understand that the same rule holds for any finite number of configurations: the imaginary-time propagator is free of negative entries if and only if every off-diagonal entry of $H$ is nonpositive. How do I prove this rigorously, in a form that a proof assistant can check? And what happens if I may also flip the signs of basis states?

## An energy shift gives one direction, the short-time slope the other

Let $H$ be a real square matrix indexed by a finite set of configurations, not necessarily symmetric, and write $P(t)=e^{-tH}$.

**Nonpositive off-diagonal entries suffice.** First, if a matrix $A$ has nonnegative entries, so does $e^A$. Indeed $A^0=\mathbb 1$ is entrywise nonnegative, and

$$(A^{m+1})_{ij}=\sum_l (A^m)_{il}A_{lj}\ge 0$$

follows by induction. Every term of $(e^A)_{ij}=\sum_m (A^m)_{ij}/m!$ is then nonnegative.

The matrix $-tH$ itself may have negative diagonal entries, so shift the energy by $c=\sum_k|H_{kk}|$. Multiples of the identity commute with everything, hence

$$P(t)=e^{-tc}\,e^{t(c\mathbb 1-H)}.$$

The diagonal entries $c-H_{aa}$ are nonnegative by the choice of $c$, and the off-diagonal entries $-H_{ab}$ are nonnegative by assumption. For $t\ge0$ the second exponential is therefore entrywise nonnegative, and the prefactor is positive.

**They are also necessary.** Differentiation gives $\dot P=-PH$. Since $P(0)=\mathbb 1$, for $i\ne j$ we have $P_{ij}(0)=0$ and $\dot P_{ij}(0)=-H_{ij}$. If $H_{ij}>0$, then $P_{ij}(t)/t\to -H_{ij}<0$ as $t\to0^+$, so $P_{ij}(t)<0$ at all sufficiently short positive times.

**Basis signs.** Let $s_i=\pm1$ and $D=\mathrm{diag}(s)$. Because $D^2=\mathbb 1$, we have $(DHD)^m=DH^mD$, and the exponential series gives

$$(e^{-tDHD})_{ij}=s_iP_{ij}(t)s_j.$$

Applying the equivalence to $DHD$ shows that the signs $s$ remove all negative entries at all $t\ge0$ exactly when $s_iH_{ij}s_j\le0$ for all $i\ne j$. In the two-configuration example with $h>0$, the choice $s=(1,-1)$ works.

On a triangle with $H_{ij},H_{jk},H_{ki}>0$, no choice works. Two of the three signs must agree, and the matrix element between those two configurations stays positive.

## What the Lean statements say about the propagator

The configurations form a finite type `n`, and `H : Matrix n n ℝ` is the Hamiltonian in a fixed basis. `propagator H t` is the matrix exponential of `t • (-H)`, with $\hbar=1$. `Stoquastic H` means that `H i j ≤ 0` whenever `i ≠ j`; it does not require symmetry. `gauge s H` is $DHD$, and the hypothesis `hs` restricts each `s i` to $1$ or $-1$.

The equivalence is `propagator_nonneg_iff_stoquastic`. Its left side quantifies over all `t ≥ 0`, so it gives no criterion for a single fixed time. In `short_time_negative`, the expression `∀ᶠ t in 𝓝[>] (0 : ℝ)` means "for all $t$ in some interval $(0,\varepsilon)$". The criterion for basis signs is `sign_rule_iff`. The triangle result, `frustrated_triangle`, constrains only three directed matrix elements and leaves the rest of $H$ arbitrary.

For a finite real Hamiltonian matrix, the criterion says when the entries of the exact propagator can serve as nonnegative weights in a world-line Monte Carlo sum whatever the imaginary-time step. At one particular step the entries may all be nonnegative even if the criterion fails. Complex matrices, infinite configuration spaces and basis changes other than sign flips are not covered. Nor does a negative entry by itself imply a negative weight for a closed path: in the two-configuration example with $h>0$, every closed path changes configuration an even number of times, so its signs cancel.

```lean
import Mathlib

open Matrix Filter Topology

namespace SignFreePropagator

noncomputable section

variable {n : Type*} [Fintype n] [DecidableEq n]

/-- The imaginary-time propagator `exp(-tH)` of a real matrix Hamiltonian `H`. -/
def propagator (H : Matrix n n ℝ) (t : ℝ) : Matrix n n ℝ :=
  NormedSpace.exp (t • (-H))

/-- A Hamiltonian matrix is stoquastic if all its off-diagonal entries are nonpositive. -/
def Stoquastic (H : Matrix n n ℝ) : Prop :=
  ∀ i j, i ≠ j → H i j ≤ 0

/-- The matrix `D * H * D` with `D = diagonal s`. If every `s i` is `1` or `-1`, this is the
Hamiltonian matrix after each basis state `i` is multiplied by the sign `s i`. -/
def gauge (s : n → ℝ) (H : Matrix n n ℝ) : Matrix n n ℝ :=
  diagonal s * H * diagonal s

/-- The exponential of a matrix with nonnegative entries has nonnegative entries. -/
theorem exp_entry_nonneg (A : Matrix n n ℝ) (hA : ∀ i j, 0 ≤ A i j) (i j : n) :
    0 ≤ (NormedSpace.exp A : Matrix n n ℝ) i j := by
  -- every power of `A` is entrywise nonnegative
  have hpow : ∀ k : ℕ, ∀ a b, 0 ≤ (A ^ k) a b := by
    intro k
    induction k with
    | zero =>
      intro a b
      rw [pow_zero, Matrix.one_apply]
      split_ifs <;> norm_num
    | succ k ih =>
      intro a b
      rw [pow_succ, Matrix.mul_apply]
      exact Finset.sum_nonneg fun c _ => mul_nonneg (ih a c) (hA c b)
  have hsum : HasSum (fun k : ℕ => ((k.factorial : ℝ)⁻¹) • A ^ k) (NormedSpace.exp A) := by
    let : NormedRing (Matrix n n ℝ) := Matrix.linftyOpNormedRing
    let : NormedAlgebra ℝ (Matrix n n ℝ) := Matrix.linftyOpNormedAlgebra
    exact NormedSpace.exp_series_hasSum_exp' (𝕂 := ℝ) A
  -- read off the `(i, j)` entry of the series
  let g : Matrix n n ℝ →+ ℝ :=
    { toFun := fun M => M i j, map_zero' := rfl, map_add' := fun _ _ => rfl }
  have hg : Continuous g := continuous_id.matrix_elem i j
  have hij : HasSum (fun k : ℕ => ((k.factorial : ℝ)⁻¹) * (A ^ k) i j)
      ((NormedSpace.exp A : Matrix n n ℝ) i j) := hsum.map g hg
  rw [← hij.tsum_eq]
  exact tsum_nonneg fun k => mul_nonneg (by positivity) (hpow k i j)

/-- Measuring energies from a reference `c` factors a positive scalar `exp(-tc)` out of
the propagator. -/
theorem propagator_shift (H : Matrix n n ℝ) (c t : ℝ) :
    propagator H t =
      Real.exp (-(t * c)) • NormedSpace.exp (t • (c • (1 : Matrix n n ℝ) - H)) := by
  have hs : t • (-H) = algebraMap ℝ (Matrix n n ℝ) (-(t * c))
      + t • (c • (1 : Matrix n n ℝ) - H) := by
    rw [Algebra.algebraMap_eq_smul_one]
    module
  have he : NormedSpace.exp (algebraMap ℝ (Matrix n n ℝ) (-(t * c)))
      = algebraMap ℝ (Matrix n n ℝ) (Real.exp (-(t * c))) := by
    rw [Real.exp_eq_exp_ℝ]
    let : NormedRing (Matrix n n ℝ) := Matrix.linftyOpNormedRing
    let : NormedAlgebra ℝ (Matrix n n ℝ) := Matrix.linftyOpNormedAlgebra
    exact (NormedSpace.algebraMap_exp_comm (𝔸 := Matrix n n ℝ) (-(t * c))).symm
  rw [propagator, hs, Matrix.exp_add_of_commute _ _ (Algebra.commute_algebraMap_left _ _),
    he, Algebra.algebraMap_eq_smul_one, smul_mul_assoc, one_mul]

/-- Each entry of the propagator obeys the imaginary-time Schrödinger equation
`dP/dt = -P H`. -/
theorem propagator_hasDerivAt (H : Matrix n n ℝ) (i j : n) (t : ℝ) :
    HasDerivAt (fun u => propagator H u i j) (-(propagator H t * H) i j) t := by
  have h : HasDerivAt (fun u => propagator H u i j) ((propagator H t * (-H)) i j) t := by
    let : NormedRing (Matrix n n ℝ) := Matrix.linftyOpNormedRing
    let : NormedAlgebra ℝ (Matrix n n ℝ) := Matrix.linftyOpNormedAlgebra
    let l : Matrix n n ℝ →ₗ[ℝ] ℝ :=
      { toFun := fun M => M i j, map_add' := fun _ _ => rfl, map_smul' := fun _ _ => rfl }
    exact (LinearMap.toContinuousLinearMap l).hasFDerivAt.comp_hasDerivAt t
      (hasDerivAt_exp_smul_const (𝕂 := ℝ) (-H) t)
  rwa [mul_neg, Matrix.neg_apply] at h

/-- A positive off-diagonal entry of `H` makes the same entry of the propagator negative
at all sufficiently short positive imaginary times. -/
theorem short_time_negative (H : Matrix n n ℝ) {i j : n} (hij : i ≠ j) (hH : 0 < H i j) :
    ∀ᶠ t in 𝓝[>] (0 : ℝ), propagator H t i j < 0 := by
  have h0 : propagator H 0 = 1 := by simp [propagator]
  have hd := propagator_hasDerivAt H i j 0
  rw [h0, one_mul] at hd
  have hneg := (hasDerivAt_iff_tendsto_slope.1 hd).eventually_lt_const (neg_lt_zero.2 hH)
  have hsub : Set.Ioi (0 : ℝ) ⊆ {0}ᶜ := fun t ht => (Set.mem_Ioi.1 ht).ne'
  filter_upwards [hneg.filter_mono (nhdsWithin_mono 0 hsub), self_mem_nhdsWithin] with t ht htpos
  -- the entry vanishes at time zero, so the slope is the entry divided by `t`
  rw [slope_def_field, h0, Matrix.one_apply_ne hij, sub_zero, sub_zero] at ht
  by_contra hcon
  exact absurd ht (not_lt_of_ge (div_nonneg (not_lt.1 hcon) (Set.mem_Ioi.1 htpos).le))

/-- The propagator `exp(-tH)` has only nonnegative entries for every `t ≥ 0` if and only if
all off-diagonal entries of `H` are nonpositive. -/
theorem propagator_nonneg_iff_stoquastic (H : Matrix n n ℝ) :
    (∀ t : ℝ, 0 ≤ t → ∀ i j, 0 ≤ propagator H t i j) ↔ Stoquastic H := by
  constructor
  · intro h i j hij
    by_contra hcon
    obtain ⟨t, ht, htpos⟩ :=
      ((short_time_negative H hij (not_le.1 hcon)).and self_mem_nhdsWithin).exists
    exact absurd ht (not_lt_of_ge (h t (Set.mem_Ioi.1 htpos).le i j))
  · intro h t ht i j
    -- a reference energy at least as large as every diagonal entry
    rw [propagator_shift H (∑ k, |H k k|) t, Matrix.smul_apply, smul_eq_mul]
    refine mul_nonneg (Real.exp_pos _).le (exp_entry_nonneg _ (fun a b => ?_) i j)
    rw [Matrix.smul_apply, smul_eq_mul, Matrix.sub_apply, Matrix.smul_apply, smul_eq_mul]
    refine mul_nonneg ht ?_
    by_cases hab : a = b
    · subst hab
      have h1 : |H a a| ≤ ∑ k, |H k k| :=
        Finset.single_le_sum (f := fun k => |H k k|) (fun _ _ => abs_nonneg _)
          (Finset.mem_univ a)
      rw [Matrix.one_apply_eq]
      linarith [le_abs_self (H a a)]
    · rw [Matrix.one_apply_ne hab]
      linarith [h a b hab]

/-- Changing the signs of basis states changes the propagator entries by the same signs. -/
theorem propagator_gauge (H : Matrix n n ℝ) (s : n → ℝ) (hs : ∀ i, s i = 1 ∨ s i = -1)
    (t : ℝ) (i j : n) :
    propagator (gauge s H) t i j = s i * propagator H t i j * s j := by
  have hD : diagonal s * diagonal s = (1 : Matrix n n ℝ) := by
    rw [Matrix.diagonal_mul_diagonal, ← Matrix.diagonal_one]
    congr 1
    funext k
    rcases hs k with h | h <;> simp [h]
  have hc := Matrix.exp_conj (diagonal s) (t • (-H)) ⟨⟨diagonal s, diagonal s, hD, hD⟩, rfl⟩
  rw [Matrix.inv_eq_right_inv hD] at hc
  have hg : t • (-(gauge s H)) = diagonal s * (t • (-H)) * diagonal s := by
    simp only [gauge, mul_neg, neg_mul, smul_neg, mul_smul_comm, smul_mul_assoc]
  rw [propagator, hg, hc, Matrix.mul_diagonal, Matrix.diagonal_mul, propagator]

/-- A choice of basis signs makes all propagator entries nonnegative at all times `t ≥ 0`
if and only if it makes all off-diagonal entries of the Hamiltonian nonpositive. -/
theorem sign_rule_iff (H : Matrix n n ℝ) (s : n → ℝ) (hs : ∀ i, s i = 1 ∨ s i = -1) :
    (∀ t : ℝ, 0 ≤ t → ∀ i j, 0 ≤ s i * propagator H t i j * s j) ↔
      ∀ i j, i ≠ j → s i * H i j * s j ≤ 0 := by
  have h := propagator_nonneg_iff_stoquastic (gauge s H)
  simp only [propagator_gauge H s hs, Stoquastic] at h
  simpa only [gauge, Matrix.mul_diagonal, Matrix.diagonal_mul] using h

/-- If three distinct configurations are joined in a cycle by positive matrix elements, then
for every choice of basis signs some propagator entry is negative at some time `t ≥ 0`. -/
theorem frustrated_triangle (H : Matrix n n ℝ) {i j k : n}
    (hij : i ≠ j) (hjk : j ≠ k) (hki : k ≠ i)
    (h1 : 0 < H i j) (h2 : 0 < H j k) (h3 : 0 < H k i)
    (s : n → ℝ) (hs : ∀ a, s a = 1 ∨ s a = -1) :
    ∃ t : ℝ, 0 ≤ t ∧ ∃ a b, s a * propagator H t a b * s b < 0 := by
  by_contra hcon
  have h := (sign_rule_iff H s hs).1
    fun t ht a b => not_lt.1 fun hlt => hcon ⟨t, ht, a, b, hlt⟩
  have g1 := h i j hij
  have g2 := h j k hjk
  have g3 := h k i hki
  -- two of the three signs agree, and their bond keeps its positive matrix element
  rcases hs i with hi | hi <;> rcases hs j with hj | hj <;> rcases hs k with hk | hk <;>
    simp only [hi, hj, hk] at g1 g2 g3 <;> linarith

end

end SignFreePropagator
```

```lean
#print axioms SignFreePropagator.short_time_negative
-- 'SignFreePropagator.short_time_negative' depends on axioms: [propext, Classical.choice, Quot.sound]
#print axioms SignFreePropagator.frustrated_triangle
-- 'SignFreePropagator.frustrated_triangle' depends on axioms: [propext, Classical.choice, Quot.sound]
```

## How the lemmas follow the calculation

`exp_entry_nonneg` proves nonnegativity of the powers by induction (`hpow`). Taking the $(i,j)$ entry is additive and continuous, so `hsum.map` turns the matrix series into a series of real numbers, and `tsum_nonneg` finishes the argument. The matrix norm introduced inside the proof serves only to give access to the convergence theorem.

`propagator_shift` splits the exponent into a scalar part and $t(c\mathbb 1-H)$, then uses `Matrix.exp_add_of_commute`. `propagator_hasDerivAt` composes the derivative of the matrix exponential with the linear map that reads off one entry.

In `short_time_negative`, the derivative at zero becomes a limit of slopes. These are eventually negative, and since the entry vanishes at time zero, each slope is $P_{ij}(t)/t$. A nonnegative entry at positive $t$ would contradict its sign.

The main theorem combines these results. In the forward direction, a positive off-diagonal entry would produce a time at which the propagator entry is negative. In the reverse direction, the proof inserts the shift `∑ k, |H k k|` and checks diagonal and off-diagonal entries separately.

`propagator_gauge` uses `Matrix.exp_conj`, with $D$ as its own inverse. `sign_rule_iff` then applies the main theorem to `gauge s H` and writes out the entries. Finally, `frustrated_triangle` assumes that no negative entry occurs, obtains three inequalities from `sign_rule_iff`, and runs through the eight sign assignments; in each one, `linarith` finds the contradiction with a positive matrix element.
